# Jacobi's identity for a real symmetric matrix: four characteristic polynomials give a squared adjugate entry

A transport code can obtain the size of an off-diagonal entry of the isolated molecule's Green function from characteristic polynomials by taking the square root of a difference of two products and dividing by the absolute value of the whole molecule's polynomial. Nothing in the form of that difference shows that it is nonnegative. Without an identity behind it, a negative value could be a property of the molecule just as well as a rounding error or a wrongly deleted row. For a real symmetric matrix the difference is an exact square, so at a real energy a negative value is always an error.

## The difference of products is a square

Let $A$ be a real symmetric matrix whose rows and columns are labelled by atoms, with one orbital on each. Write $p(A)=\det(xI-A)$ for its characteristic polynomial in the variable $x$, and $A-u$ for the matrix left when row and column $u$ are deleted. For distinct atoms $u$ and $v$,

$$p(A-u)\,p(A-v)-p(A)\,p(A-u-v)=\big(\operatorname{adj}(xI-A)_{uv}\big)^2 .$$

This is an equality of polynomials. If $A$ has only the two rows $u$ and $v$, then $p(A-u-v)=1$, the determinant of the empty matrix.

At a real energy $E$ that is not an eigenvalue of $A$, let $G(E)=(E-A)^{-1}$ be the Green function of the isolated molecule, and write $p(A;E)$ for the value of $p(A)$ at $x=E$. The right-hand side is then $\big(p(A;E)\,G_{uv}(E)\big)^2$.

## Transmission from characteristic polynomials

In source-and-sink models of a non-interacting molecule with one contact atom per lead, this difference appears in the numerator of the transmission. A code that evaluates it from the four polynomials relies on the identity whenever it takes a square root, or reads a zero of the difference as a zero of $G_{uv}$. The second reading is safe only away from the eigenvalues of $A$: at a degenerate eigenvalue the difference vanishes although $G_{uv}$ can have a pole there.

The square fixes the magnitude of $G_{uv}$ but not its sign. A code that adds amplitudes from several paths also needs their signs, which the difference does not supply. Near a zero of $G_{uv}$ at which the two products are themselves nonzero, they almost cancel, so floating-point evaluation can lose relative accuracy there and return a small negative number.

## Replacing columns of the identity matrix

Let $M$ be any square matrix, $d=\det M$, $S$ a set of $k$ indices and $S'$ its complement. Take the identity matrix and replace its columns in $S$ by the corresponding columns of $\operatorname{adj}M$. Call the result $N$. Since $M\operatorname{adj}M=dI$, the product $K=MN$ has columns $d\,e_j$ for $j\in S$, where $e_j$ is the $j$-th unit vector, and the columns of $M$ elsewhere. With the indices in $S$ listed first,

$$N=\begin{pmatrix}(\operatorname{adj}M)_{SS}&0\\(\operatorname{adj}M)_{S'S}&I\end{pmatrix},\qquad
K=\begin{pmatrix}dI&M_{SS'}\\0&M_{S'S'}\end{pmatrix}.$$

Taking determinants of $MN=K$ gives

$$d\,\det(\operatorname{adj}M)_{SS}=d^{\,k}\det M_{S'S'} .$$

Now set $M=xI-A$, so that $d=p(A)$. This polynomial is monic, hence nonzero, and can be cancelled. Deleting rows and columns of $xI-A$ gives the same matrix as deleting them from $A$ first, so $\det M_{S'S'}$ is the characteristic polynomial of what remains. For $S=\{u\}$,

$$\operatorname{adj}(M)_{uu}=p(A-u),$$

and for $S=\{u,v\}$,

$$\operatorname{adj}(M)_{uu}\operatorname{adj}(M)_{vv}-\operatorname{adj}(M)_{uv}\operatorname{adj}(M)_{vu}=p(A)\,p(A-u-v).$$

Inserting the first result into the second gives

$$p(A-u)\,p(A-v)-p(A)\,p(A-u-v)=\operatorname{adj}(M)_{uv}\operatorname{adj}(M)_{vu}.$$

If $A$ is symmetric, so are $M$ and its adjugate, and the right-hand side is a square.

At a real energy $E$ a square is nonnegative, which gives

$$p(A;E)\,p(A-u-v;E)\le p(A-u;E)\,p(A-v;E).$$

If $p(A;E)\neq0$, then $\operatorname{adj}(E-A)=p(A;E)\,G(E)$, which gives the Green function formula. Because the prefactor is nonzero, $G_{uv}(E)=0$ exactly when the two products agree.

## The identity and its Green function form in Lean

```lean
import Mathlib

open Matrix Polynomial

namespace SourceSinkJacobi

noncomputable section

variable {n R : Type*} [Fintype n] [DecidableEq n] [CommRing R]

/-- The characteristic polynomial of the molecule that remains when the atoms in `S`
are deleted. -/
def deletedPoly (A : Matrix n n R) (S : Finset n) : R[X] :=
  (A.submatrix (fun i : {i // ¬ i ∈ S} => i.1) (fun i => i.1)).charpoly

/-- The Green function `(E - A)⁻¹` of the isolated molecule, for energies `E` that are not
eigenvalues of `A`. -/
def greenFunction (A : Matrix n n ℝ) (E : ℝ) : Matrix n n ℝ :=
  (E • (1 : Matrix n n ℝ) - A)⁻¹

/-- Jacobi's complementary minor identity for principal minors, with a factor `det M` left
uncancelled: `det M` times a principal minor of the adjugate equals the complementary principal
minor of `M` times `det M` to the power of the number of selected indices. -/
theorem jacobi_complementary_minor (M : Matrix n n R) (p : n → Prop) [DecidablePred p] :
    M.det * (M.adjugate.submatrix (fun i : {i // p i} => i.1) (fun i => i.1)).det =
      M.det ^ Fintype.card {i // p i} *
        (M.submatrix (fun i : {i // ¬ p i} => i.1) (fun i => i.1)).det := by
  -- the identity with the selected columns replaced by those of the adjugate
  let N : Matrix n n R :=
    Matrix.of fun i j => if p j then M.adjugate i j else (1 : Matrix n n R) i j
  let K : Matrix n n R :=
    Matrix.of fun i j => if p j then M.det * (1 : Matrix n n R) i j else M i j
  have hMN : M * N = K := by
    refine Matrix.ext fun i j => ?_
    by_cases hj : p j
    · have h : (M * M.adjugate) i j = (M.det • (1 : Matrix n n R)) i j := by
        rw [mul_adjugate]
      simpa only [N, K, Matrix.mul_apply, Matrix.of_apply, if_pos hj, Matrix.smul_apply,
        smul_eq_mul] using h
    · have h : (M * (1 : Matrix n n R)) i j = M i j := by rw [mul_one]
      simpa only [N, K, Matrix.mul_apply, Matrix.of_apply, if_neg hj] using h
  -- both matrices are block triangular
  have hN := twoBlockTriangular_det' N p (by
    intro i hi j hj
    have hij : i ≠ j := fun h => hj (h ▸ hi)
    simp [N, hj, hij])
  have hK := twoBlockTriangular_det K p (by
    intro i hi j hj
    have hij : i ≠ j := fun h => hi (h ▸ hj)
    simp [K, hj, hij])
  have n1 : N.toSquareBlockProp p =
      M.adjugate.submatrix (fun i : {i // p i} => i.1) (fun i => i.1) := by
    refine Matrix.ext fun i j => ?_
    simp [N, toSquareBlockProp, j.2]
  have n2 : N.toSquareBlockProp (fun i => ¬ p i) = 1 := by
    refine Matrix.ext fun i j => ?_
    simp [N, toSquareBlockProp, j.2, Matrix.one_apply, Subtype.ext_iff]
  have k1 : K.toSquareBlockProp p = M.det • (1 : Matrix {i // p i} {i // p i} R) := by
    refine Matrix.ext fun i j => ?_
    simp [K, toSquareBlockProp, j.2, Matrix.one_apply, Subtype.ext_iff]
  have k2 : K.toSquareBlockProp (fun i => ¬ p i) =
      M.submatrix (fun i : {i // ¬ p i} => i.1) (fun i => i.1) := by
    refine Matrix.ext fun i j => ?_
    simp [K, toSquareBlockProp, j.2]
  rw [n1, n2, det_one, mul_one] at hN
  rw [k1, k2, det_smul, det_one, mul_one] at hK
  rw [← hN, ← hK, ← det_mul, hMN]

/-- The complementary minor identity for a selection of two distinct indices, with a factor `det M`
left uncancelled. -/
theorem jacobi_pair (M : Matrix n n R) (p : n → Prop) [DecidablePred p] {u v : n}
    (hp : ∀ i, p i ↔ i = u ∨ i = v) (huv : u ≠ v) :
    M.det * (M.adjugate u u * M.adjugate v v - M.adjugate u v * M.adjugate v u) =
      M.det ^ 2 * (M.submatrix (fun i : {i // ¬ p i} => i.1) (fun i => i.1)).det := by
  obtain ⟨e, e0, e1⟩ : ∃ e : Fin 2 ≃ {i // p i}, (e 0).1 = u ∧ (e 1).1 = v := by
    refine ⟨Equiv.ofBijective
      ![⟨u, (hp u).2 (Or.inl rfl)⟩, ⟨v, (hp v).2 (Or.inr rfl)⟩] ⟨?_, ?_⟩, rfl, rfl⟩
    · intro a b h
      fin_cases a <;> fin_cases b <;> simp [huv, huv.symm] at h ⊢
    · rintro ⟨i, hi⟩
      rcases (hp i).1 hi with h | h
      · exact ⟨0, Subtype.ext h.symm⟩
      · exact ⟨1, Subtype.ext h.symm⟩
  have h := jacobi_complementary_minor M p
  rw [← det_submatrix_equiv_self e, det_fin_two, ← Fintype.card_congr e,
    Fintype.card_fin] at h
  simp only [submatrix_apply, e0, e1] at h
  exact h

/-- The complementary minor identity for a selection of a single index, with the factor `det M` left
uncancelled. -/
theorem jacobi_single (M : Matrix n n R) (p : n → Prop) [DecidablePred p] {u : n}
    (hp : ∀ i, p i ↔ i = u) :
    M.det * M.adjugate u u =
      M.det * (M.submatrix (fun i : {i // ¬ p i} => i.1) (fun i => i.1)).det := by
  obtain ⟨e, e0⟩ : ∃ e : Fin 1 ≃ {i // p i}, (e 0).1 = u :=
    ⟨Equiv.ofBijective (fun _ => ⟨u, (hp u).2 rfl⟩)
      ⟨fun a b _ => Subsingleton.elim a b,
        fun i => ⟨0, Subtype.ext ((hp i.1).1 i.2).symm⟩⟩, rfl⟩
  have h := jacobi_complementary_minor M p
  rw [← det_submatrix_equiv_self e, det_fin_one, ← Fintype.card_congr e,
    Fintype.card_fin, pow_one] at h
  simp only [submatrix_apply, e0] at h
  exact h

/-- The characteristic polynomial after deleting the atoms in `S` is the determinant of `xI - A`
with the same rows and columns deleted. -/
theorem deletedPoly_eq_det (A : Matrix n n R) (S : Finset n) :
    deletedPoly A S =
      (A.charmatrix.submatrix (fun i : {i // ¬ i ∈ S} => i.1) (fun i => i.1)).det := by
  unfold deletedPoly Matrix.charpoly
  congr 1
  refine Matrix.ext fun i j => ?_
  simp [charmatrix_apply, diagonal_apply, Subtype.ext_iff]

variable [IsDomain R]

/-- A diagonal entry of the adjugate of `xI - A` is the characteristic polynomial of the
molecule with that atom deleted. -/
theorem adjugate_diag (A : Matrix n n R) (u : n) :
    A.charmatrix.adjugate u u = deletedPoly A {u} := by
  have hM : A.charmatrix.det ≠ 0 := A.charpoly_monic.ne_zero
  have h := jacobi_single A.charmatrix (fun i => i ∈ ({u} : Finset n))
    (fun i => Finset.mem_singleton)
  rw [deletedPoly_eq_det]
  exact mul_left_cancel₀ hM h

/-- The Jacobi identity for an arbitrary, not necessarily symmetric, matrix: the two
off-diagonal adjugate entries appear as a product. -/
theorem jacobi_identity_general (A : Matrix n n R) {u v : n} (huv : u ≠ v) :
    deletedPoly A {u} * deletedPoly A {v} - A.charpoly * deletedPoly A {u, v} =
      A.charmatrix.adjugate u v * A.charmatrix.adjugate v u := by
  have hM : A.charmatrix.det ≠ 0 := A.charpoly_monic.ne_zero
  have h := jacobi_pair A.charmatrix (fun i => i ∈ ({u, v} : Finset n)) (by simp) huv
  have hc : A.charpoly = A.charmatrix.det := rfl
  apply mul_left_cancel₀ hM
  rw [← adjugate_diag A u, ← adjugate_diag A v, deletedPoly_eq_det, hc]
  linear_combination h

/-- The Jacobi identity of source-sink conduction: for symmetric `A` and distinct atoms
`u`, `v`, the combination of four characteristic polynomials is the square of the `(u, v)`
entry of the adjugate of `xI - A`. -/
theorem jacobi_identity (A : Matrix n n R) (hA : A.IsSymm) {u v : n} (huv : u ≠ v) :
    deletedPoly A {u} * deletedPoly A {v} - A.charpoly * deletedPoly A {u, v} =
      (A.charmatrix.adjugate u v) ^ 2 := by
  have ht : A.charmatrixᵀ = A.charmatrix := by
    refine Matrix.ext fun i j => ?_
    by_cases h : i = j
    · subst h; rfl
    · simp [h, Ne.symm h, hA.apply i j]
  -- the adjugate inherits the symmetry
  have hs : A.charmatrix.adjugate v u = A.charmatrix.adjugate u v := by
    have h : A.charmatrix.adjugateᵀ u v = A.charmatrix.adjugate u v := by
      rw [adjugate_transpose, ht]
    exact h
  rw [jacobi_identity_general A huv, hs, sq]

/-- For a real symmetric `A` and distinct atoms `u`, `v`, at every real energy the product of the
two singly deleted polynomials is at least the product of the full and the doubly deleted one. -/
theorem deleted_product_le (A : Matrix n n ℝ) (hA : A.IsSymm) {u v : n} (huv : u ≠ v)
    (E : ℝ) :
    A.charpoly.eval E * (deletedPoly A {u, v}).eval E ≤
      (deletedPoly A {u}).eval E * (deletedPoly A {v}).eval E := by
  have h := congrArg (Polynomial.eval E) (jacobi_identity A hA huv)
  simp only [eval_sub, eval_mul, eval_pow] at h
  linarith [sq_nonneg ((A.charmatrix.adjugate u v).eval E)]

/-- For a real symmetric `A` and distinct atoms `u`, `v`, away from the eigenvalues, the difference
of products of the four polynomials is the square of the characteristic polynomial times the Green
function entry between `u` and `v`. -/
theorem greenFunction_sq (A : Matrix n n ℝ) (hA : A.IsSymm) {u v : n} (huv : u ≠ v)
    (E : ℝ) (hE : A.charpoly.eval E ≠ 0) :
    (A.charpoly.eval E * greenFunction A E u v) ^ 2 =
      (deletedPoly A {u}).eval E * (deletedPoly A {v}).eval E -
        A.charpoly.eval E * (deletedPoly A {u, v}).eval E := by
  -- evaluation at `E` turns `xI - A` into `E - A`
  have hm : (evalRingHom E).mapMatrix A.charmatrix = E • (1 : Matrix n n ℝ) - A := by
    refine Matrix.ext fun i j => ?_
    by_cases h : i = j <;> simp [h]
  have hd : A.charpoly.eval E = (E • (1 : Matrix n n ℝ) - A).det := by
    rw [← hm, ← RingHom.map_det]; rfl
  have ha : (A.charmatrix.adjugate u v).eval E =
      (E • (1 : Matrix n n ℝ) - A).adjugate u v := by
    rw [← hm, ← RingHom.map_adjugate]; rfl
  have h := congrArg (Polynomial.eval E) (jacobi_identity A hA huv)
  simp only [eval_sub, eval_mul, eval_pow] at h
  have hg : A.charpoly.eval E * greenFunction A E u v =
      (E • (1 : Matrix n n ℝ) - A).adjugate u v := by
    rw [hd] at hE ⊢
    rw [greenFunction, Matrix.inv_def, Matrix.smul_apply, smul_eq_mul,
      Ring.inverse_eq_inv', ← mul_assoc, mul_inv_cancel₀ hE, one_mul]
  rw [h, ha, hg]

/-- For a real symmetric `A` and distinct atoms `u`, `v`, away from the eigenvalues, the Green
function between `u` and `v` vanishes exactly when the two products of characteristic polynomials
agree. -/
theorem greenFunction_eq_zero_iff (A : Matrix n n ℝ) (hA : A.IsSymm) {u v : n}
    (huv : u ≠ v) (E : ℝ) (hE : A.charpoly.eval E ≠ 0) :
    greenFunction A E u v = 0 ↔
      (deletedPoly A {u}).eval E * (deletedPoly A {v}).eval E =
        A.charpoly.eval E * (deletedPoly A {u, v}).eval E := by
  have h := greenFunction_sq A hA huv E hE
  rw [← sub_eq_zero (b := A.charpoly.eval E * (deletedPoly A {u, v}).eval E), ← h]
  simp [hE]

end

end SourceSinkJacobi
```

```lean
#print axioms SourceSinkJacobi.jacobi_identity
#print axioms SourceSinkJacobi.deleted_product_le
#print axioms SourceSinkJacobi.greenFunction_eq_zero_iff
```

```
'SourceSinkJacobi.jacobi_identity' depends on axioms: [propext, Classical.choice, Quot.sound]
'SourceSinkJacobi.deleted_product_le' depends on axioms: [propext, Classical.choice, Quot.sound]
'SourceSinkJacobi.greenFunction_eq_zero_iff' depends on axioms: [propext, Classical.choice, Quot.sound]
```

## Symmetric matrices, real energies and no leads

The finite type `n` labels the atoms. `A.charmatrix` is $xI-A$, `A.charpoly` is its determinant, and `deletedPoly A S` is the characteristic polynomial after the atoms in `S` are removed. The hypothesis `huv` says that the contacts are distinct, and `hA` says that $A$ equals its transpose. In the three theorems whose names begin with `jacobi_complementary`, `jacobi_pair` and `jacobi_single`, the letter `p` is the condition that selects the indices in $S$, not a characteristic polynomial.

`jacobi_identity` holds over any commutative domain, which includes the reals. Over the complex numbers `IsSymm` still means symmetric, not Hermitian. For a Hermitian matrix with complex hoppings the applicable statement is `jacobi_identity_general`, with the product of the two off-diagonal entries.

`deleted_product_le` holds at every real energy, eigenvalues included. `greenFunction_sq` and `greenFunction_eq_zero_iff` assume through `hE` that $E$ is not an eigenvalue.

The proof follows the derivation:

- `jacobi_complementary_minor` builds `N` and `K`, checks their product column by column, and evaluates both determinants with Mathlib's block-triangular lemmas.
- `jacobi_single` and `jacobi_pair` specialise to one and two indices by matching the selected set with `Fin 1` or `Fin 2`.
- `deletedPoly_eq_det` shows that deletion commutes with forming $xI-A$.
- `mul_left_cancel₀` cancels the monic determinant, and `adjugate_transpose` supplies the symmetry.
- In `greenFunction_sq`, evaluation at $E$ is carried through the determinant and the adjugate as a ring homomorphism.

The model is a finite one-electron matrix in an orthonormal basis, since $xI$ leaves no room for an overlap matrix. $E$ is measured on the scale of $A$: for a Hückel adjacency matrix that means from the site energy $\alpha$, in units of the hopping $\beta$. The leads, their self-energies and the transmission formula are absent, so the vanishing criterion concerns the isolated molecule. The theorems are about exact arithmetic and give no bound on rounding error.
